# The truncated Löwdin series leaves an orthonormality error of at most $\|D\|^{m+1}$ when $\|D\|\le 1$

An electronic-structure calculation in a non-orthogonal basis can orthonormalise the basis approximately with a polynomial in the overlap matrix $S$, using only matrix products, sums and real factors. The error bound below can guide the choice of the degree $m$ of that polynomial. Write $S = 1 - D$. For normalised basis functions, $-D$ holds the overlaps between different functions. The polynomial is

$$X_m=\sum_{k=0}^{m} c_k D^k,\qquad c_k=\frac{1}{4^k}\binom{2k}{k},$$

the binomial series of $(1-D)^{-1/2}$ cut off after $D^m$. The norm $\|\cdot\|$ is any submultiplicative one, $\|AB\|\le\|A\|\,\|B\|$, such as the spectral or the Frobenius norm; the largest absolute matrix element is not of this kind. If $\|D\|\le 1$, then

$$\|X_m S X_m-1\|\le\|D\|^{m+1}\quad\text{for every } m .$$

In exact arithmetic and with $\|D\| = 0.5$, for example, $m=19$ brings the error below $10^{-6}$. For real symmetric or complex Hermitian $S$, the matrix $X_m$ is Hermitian too, and $X_mSX_m$ is the overlap matrix of the transformed basis.

For normalised basis functions, the hypothesis $\|D\|\le1$ limits their overlaps taken together. In the spectral norm it says that the eigenvalues of a Hermitian $S$ lie between 0 and 2. Three normalised functions with pairwise overlaps of 0.6 already violate this, because $S$ then has the eigenvalue 2.2. For a positive definite $S$ the remedy is to divide by a number $s$ no smaller than the largest eigenvalue: $S/s$ satisfies the hypothesis in the spectral norm, and if $X_m$ is computed from $S/s$, then $X_m/\sqrt{s}$ approximately orthonormalises the original basis with the same error bound, where $D=1-S/s$. At $\|D\|=1$ the bound is only 1 and promises no convergence.

```lean
import Mathlib

open scoped Polynomial

noncomputable section

namespace TruncatedLoewdin
```

## The series and its error weights

The coefficients are real numbers, starting with $c_0=1$ and $c_1=\tfrac12$.

```lean
/-- The coefficient `binom(2k,k) / 4^k` of the binomial series of the inverse square root. -/
def loewdinCoeff (k : ℕ) : ℝ := ((2 * k).choose k : ℝ) / 4 ^ k
```

The sum $X_m$ needs only addition, multiplication and real scalars, so it is defined for an element $D$ of any real algebra `A`. The same definition then serves for matrices, for real numbers and for the polynomial variable $x$. `Finset.range (m + 1)` runs over $k=0,\dots,m$.

```lean
/-- The Löwdin series for the overlap `1 - D`, truncated after the power `D ^ m`. -/
def loewdinSum {A : Type*} [Ring A] [Algebra ℝ A] (D : A) (m : ℕ) : A :=
  ∑ k ∈ Finset.range (m + 1), loewdinCoeff k • D ^ k
```

The error will turn out to be a combination of higher powers of $D$ with the weights

$$w_{m,k}=\frac{(2m+1)\,c_m c_k}{m+1+k}.$$

```lean
/-- The weight of the power `D ^ (m + 1 + k)` in the orthonormality error at order `m`. -/
def residualWeight (m k : ℕ) : ℝ :=
  (2 * m + 1) * loewdinCoeff m * loewdinCoeff k / (m + 1 + k)
```

The combination itself is

$$R_m(D)=\sum_{k=0}^{m} w_{m,k}\,D^{m+1+k}.$$

```lean
/-- The weighted sum of the powers of `D` from `m + 1` to `2 m + 1`. -/
def loewdinResidual {A : Type*} [Ring A] [Algebra ℝ A] (D : A) (m : ℕ) : A :=
  ∑ k ∈ Finset.range (m + 1), residualWeight m k • D ^ (m + 1 + k)
```

## A differential equation with one term left over

From $\binom{2k+2}{k+1}=\frac{2(2k+1)}{k+1}\binom{2k}{k}$, division by $4^{k+1}$ gives

$$2(k+1)\,c_{k+1}=(2k+1)\,c_k .$$

Lean takes the binomial identity from Mathlib's central binomial coefficients and divides by the power of 4.

```lean
/-- The recurrence between successive coefficients of the Löwdin series. -/
theorem loewdinCoeff_succ (k : ℕ) :
    2 * ((k : ℝ) + 1) * loewdinCoeff (k + 1) = (2 * k + 1) * loewdinCoeff k := by
  have h : ((k : ℝ) + 1) * (((2 * (k + 1)).choose (k + 1) : ℕ) : ℝ)
      = 2 * (2 * k + 1) * (((2 * k).choose k : ℕ) : ℝ) := by
    have h' := Nat.succ_mul_centralBinom_succ k
    simp only [Nat.centralBinom_eq_two_mul_choose] at h'
    exact_mod_cast h'
  unfold loewdinCoeff
  linear_combination (1 / (2 * 4 ^ k)) * h
```

Each $c_k$ is a positive integer over a power of 4, so every weight $w_{m,k}$ is positive.

```lean
/-- All weights in the orthonormality error are positive. -/
theorem residualWeight_pos (m k : ℕ) : 0 < residualWeight m k := by
  have hc : ∀ j, 0 < loewdinCoeff j := fun j =>
    div_pos (Nat.cast_pos.mpr (Nat.choose_pos (by omega))) (by positivity)
  have h1 := hc m
  have h2 := hc k
  unfold residualWeight
  positivity
```

The function $f(x)=(1-x)^{-1/2}$ satisfies $f-2(1-x)f'=0$. Its truncation $P_m(x)=\sum_{k\le m}c_kx^k$ misses this by a single term:

$$P_m-2(1-x)P_m'=(2m+1)\,c_m x^m .$$

For $m=0$ both sides are 1. In passing from $m$ to $m+1$, the new term $c_{m+1}x^{m+1}$ adds to the left side

$$c_{m+1}x^{m+1}-2(1-x)(m+1)c_{m+1}x^m=(2m+3)c_{m+1}x^{m+1}-2(m+1)c_{m+1}x^m .$$

By the recurrence, the last term equals $-(2m+1)c_mx^m$ and cancels the old remainder. What is left is the remainder of the next order. The Lean proof is this induction: `hs` splits off the new term, `hd` differentiates it, and `linear_combination` performs the cancellation.

```lean
/-- The truncated series `P` satisfies the differential equation of the inverse square root,
`P - 2 (1 - x) P' = 0`, up to a single term of order `x ^ m`. -/
theorem loewdinSum_ode (m : ℕ) :
    loewdinSum (Polynomial.X : ℝ[X]) m
      - 2 * (1 - Polynomial.X) * Polynomial.derivative (loewdinSum (Polynomial.X : ℝ[X]) m)
      = Polynomial.C ((2 * (m : ℝ) + 1) * loewdinCoeff m) * Polynomial.X ^ m := by
  induction m with
  | zero => simp [loewdinSum, loewdinCoeff]
  | succ m ih =>
    have hs : loewdinSum (Polynomial.X : ℝ[X]) (m + 1) = loewdinSum (Polynomial.X : ℝ[X]) m
        + Polynomial.C (loewdinCoeff (m + 1)) * Polynomial.X ^ (m + 1) := by
      rw [← Polynomial.smul_eq_C_mul]
      exact Finset.sum_range_succ _ _
    have hd : Polynomial.derivative
        (Polynomial.C (loewdinCoeff (m + 1)) * Polynomial.X ^ (m + 1))
        = Polynomial.C (loewdinCoeff (m + 1) * ((m : ℝ) + 1)) * Polynomial.X ^ m := by
      rw [Polynomial.derivative_C_mul_X_pow, Nat.add_sub_cancel, Nat.cast_add, Nat.cast_one]
    have h2 : (Polynomial.C (2 : ℝ) : ℝ[X]) = 2 := map_ofNat Polynomial.C 2
    -- the recurrence cancels the old defect and leaves one of the next order
    have hc := congrArg (Polynomial.C : ℝ → ℝ[X]) (loewdinCoeff_succ m)
    rw [hs, Polynomial.derivative_add, hd]
    simp only [map_mul, map_add, map_one, Nat.cast_add, Nat.cast_one, h2] at hc ih ⊢
    linear_combination ih - Polynomial.X ^ m * hc
```

## The exact orthonormality error

Let $E=1-P_m(1-x)P_m$. Differentiating and using the previous equation,

$$E'=P_m^2-2(1-x)P_mP_m'=P_m\bigl(P_m-2(1-x)P_m'\bigr)=\sum_{k=0}^{m}(2m+1)c_mc_k\,x^{m+k}.$$

Since $P_m(0)=1$, we have $E(0)=0$. Integrating term by term from zero gives

$$1-P_m(1-x)P_m=\sum_{k=0}^{m}w_{m,k}\,x^{m+1+k}=R_m(x).$$

Lean replaces the integration by a comparison. `hR` computes the derivative of $R_m$, and `hQ` shows that $E-R_m$ has derivative zero, so this difference is a constant polynomial. The values at zero, `hP0` and `hR0`, make the constant zero.

```lean
/-- The exact orthonormality error as an identity between polynomials. -/
theorem residual_identity_polynomial (m : ℕ) :
    1 - loewdinSum (Polynomial.X : ℝ[X]) m * (1 - Polynomial.X) * loewdinSum Polynomial.X m
      = loewdinResidual (Polynomial.X : ℝ[X]) m := by
  have hR : Polynomial.derivative (loewdinResidual (Polynomial.X : ℝ[X]) m)
      = Polynomial.C ((2 * (m : ℝ) + 1) * loewdinCoeff m) * Polynomial.X ^ m
        * loewdinSum Polynomial.X m := by
    unfold loewdinResidual loewdinSum
    rw [Polynomial.derivative_sum, Finset.mul_sum]
    refine Finset.sum_congr rfl fun k _ => ?_
    have hw : residualWeight m k * ((m + 1 + k : ℕ) : ℝ)
        = (2 * m + 1) * loewdinCoeff m * loewdinCoeff k := by
      have h0 : (m : ℝ) + 1 + k ≠ 0 := by positivity
      unfold residualWeight
      push_cast
      field_simp
    have he : m + 1 + k - 1 = m + k := by omega
    rw [Polynomial.smul_eq_C_mul, Polynomial.smul_eq_C_mul,
      Polynomial.derivative_C_mul_X_pow, hw, he]
    simp only [map_mul]
    ring
  -- both sides have the same derivative
  have hQ : Polynomial.derivative (1 - loewdinSum (Polynomial.X : ℝ[X]) m * (1 - Polynomial.X)
      * loewdinSum Polynomial.X m - loewdinResidual (Polynomial.X : ℝ[X]) m) = 0 := by
    simp only [Polynomial.derivative_sub, Polynomial.derivative_mul, Polynomial.derivative_one,
      Polynomial.derivative_X, hR]
    linear_combination loewdinSum (Polynomial.X : ℝ[X]) m * loewdinSum_ode m
  -- and the same value at zero
  have hP0 : (loewdinSum (Polynomial.X : ℝ[X]) m).eval 0 = 1 := by
    simp [loewdinSum, Polynomial.eval_finsetSum, Finset.sum_range_succ', loewdinCoeff]
  have hR0 : (loewdinResidual (Polynomial.X : ℝ[X]) m).eval 0 = 0 := by
    rw [loewdinResidual, Polynomial.eval_finsetSum]
    refine Finset.sum_eq_zero fun k _ => ?_
    rw [Polynomial.eval_smul, Polynomial.eval_pow, Polynomial.eval_X,
      zero_pow (by omega), smul_zero]
  have hconst := Polynomial.eq_C_of_natDegree_eq_zero
    (Polynomial.derivative_eq_zero.mp hQ)
  rw [Polynomial.coeff_zero_eq_eval_zero] at hconst
  simp only [Polynomial.eval_sub, Polynomial.eval_mul, Polynomial.eval_one, Polynomial.eval_X,
    hP0, hR0, sub_zero, mul_one, sub_self, map_zero] at hconst
  exact sub_eq_zero.mp hconst
```

A polynomial identity stays true when $x$ is replaced by an element $D$ of a real algebra. The algebra need not be commutative, because only powers of the one element $D$ occur. Hence

$$1-X_mSX_m=R_m(D).$$

The substitution is the map `Polynomial.aeval D`, which respects sums, products and real scalars. No norm or condition on the size of $D$ enters here.

```lean
/-- In every real algebra the orthonormality error `1 - X S X` of the truncated Löwdin factor
is exactly the weighted sum of the powers of `D` from `m + 1` to `2 m + 1`. -/
theorem residual_identity {A : Type*} [Ring A] [Algebra ℝ A] (D : A) (m : ℕ) :
    1 - loewdinSum D m * (1 - D) * loewdinSum D m = loewdinResidual D m := by
  have hP : Polynomial.aeval D (loewdinSum (Polynomial.X : ℝ[X]) m) = loewdinSum D m := by
    simp only [loewdinSum, map_sum, map_smul, map_pow, Polynomial.aeval_X]
  have hR : Polynomial.aeval D (loewdinResidual (Polynomial.X : ℝ[X]) m)
      = loewdinResidual D m := by
    simp only [loewdinResidual, map_sum, map_smul, map_pow, Polynomial.aeval_X]
  have h := congrArg (Polynomial.aeval D) (residual_identity_polynomial m)
  simpa only [map_sub, map_mul, map_one, Polynomial.aeval_X, hP, hR] using h
```

The two smallest orders can be read off. For $m=0$ we have $X_0=1$, and the error is $1-S=D$. For $m=1$ we have $X_1=1+\tfrac12D$, and

$$1-X_1SX_1=\tfrac34D^2+\tfrac14D^3 .$$

In both cases the weights add up to one. This holds at every order: put the real number $D=1$ into the identity. Then $S=0$, the left side is 1, and the right side is the sum of the weights.

```lean
/-- The weights in the orthonormality error sum to one. -/
theorem residualWeight_sum (m : ℕ) :
    ∑ k ∈ Finset.range (m + 1), residualWeight m k = 1 := by
  -- evaluate the exact error at the real number `D = 1`
  have h := residual_identity (1 : ℝ) m
  simpa [loewdinResidual] using h.symm
```

## From the identity to the bound

Let $d=\|D\|$. The triangle inequality, the positivity of the weights and $\|D^n\|\le d^n$ for $n\ge1$ give

$$\|X_mSX_m-1\|\le\sum_{k=0}^{m}w_{m,k}\,d^{m+1+k}.$$

The right side is the error of the same series for the number $d$. The scalar case is therefore the worst case at a given norm, and this comparison holds for every $D$, including $\|D\|>1$.

In Lean, `NormedRing A` and `NormedAlgebra ℝ A` supply a submultiplicative norm compatible with real scalars. Neither completeness nor $\|1\|=1$ is assumed. The latter is unnecessary because the error contains no zeroth power of $D$, so the result also covers the Frobenius norm, in which the $n\times n$ unit matrix has norm $\sqrt n$.

```lean
/-- The orthonormality error for any `D` is at most the error of the same truncated series
for the real number `‖D‖`. -/
theorem norm_error_le_scalar_error {A : Type*} [NormedRing A] [NormedAlgebra ℝ A]
    (D : A) (m : ℕ) :
    ‖loewdinSum D m * (1 - D) * loewdinSum D m - 1‖
      ≤ 1 - loewdinSum ‖D‖ m * (1 - ‖D‖) * loewdinSum ‖D‖ m := by
  rw [norm_sub_rev, residual_identity D m, residual_identity ‖D‖ m]
  unfold loewdinResidual
  refine (norm_sum_le _ _).trans (Finset.sum_le_sum fun k _ => ?_)
  rw [norm_smul, Real.norm_of_nonneg (residualWeight_pos m k).le, smul_eq_mul]
  exact mul_le_mul_of_nonneg_left (norm_pow_le' D (by omega)) (residualWeight_pos m k).le
```

If $d\le1$, then $d^{m+1+k}\le d^{m+1}$. Since the weights sum to one,

$$\|X_mSX_m-1\|\le d^{m+1}\sum_{k=0}^{m}w_{m,k}=d^{m+1}.$$

The hypothesis `hD` is used only in the first of these two steps. The `calc` block follows them in the same order.

```lean
/-- For an overlap `S = 1 - D` with `‖D‖ ≤ 1`, the Löwdin factor `X` truncated at order `m`
satisfies `‖X S X - 1‖ ≤ ‖D‖ ^ (m + 1)`. -/
theorem truncated_loewdin_error {A : Type*} [NormedRing A] [NormedAlgebra ℝ A]
    (D : A) (hD : ‖D‖ ≤ 1) (m : ℕ) :
    ‖loewdinSum D m * (1 - D) * loewdinSum D m - 1‖ ≤ ‖D‖ ^ (m + 1) := by
  refine (norm_error_le_scalar_error D m).trans ?_
  rw [residual_identity ‖D‖ m]
  calc loewdinResidual ‖D‖ m
      ≤ ∑ k ∈ Finset.range (m + 1), residualWeight m k * ‖D‖ ^ (m + 1) := by
        unfold loewdinResidual
        refine Finset.sum_le_sum fun k _ => ?_
        rw [smul_eq_mul]
        exact mul_le_mul_of_nonneg_left
          (pow_le_pow_of_le_one (norm_nonneg D) hD (by omega)) (residualWeight_pos m k).le
    _ = ‖D‖ ^ (m + 1) := by rw [← Finset.sum_mul, residualWeight_sum, one_mul]
```

The theorem measures how far the transformed basis is from orthonormal. It does not mention $S^{-1/2}$, and so it does not say how close $X_m$ is to Löwdin's symmetric orthogonaliser. Rounding errors and the neglect of small matrix elements are also absent from the model.

The statement could have been modelled with a positive definite matrix $S$ and the distance $\|X_m-S^{-1/2}\|$. That version would involve the inverse square root itself, and it would speak about closeness to the Löwdin basis. For $\|D\|<1$ its error could be bounded through the infinite tail of the series or from the residual $R_m(D)$ found here. The version here needs only finite sums, and its error can be computed from $X_m$ and $S$ alone.

## The power $m+1$ is attained by numbers

For a real number $d\ge0$ every term of $R_m(d)$ is nonnegative. Keeping only the first one gives

$$|X_mSX_m-1|\ge w_{m,0}\,d^{m+1},\qquad w_{m,0}=\frac{(2m+1)\,c_m c_0}{m+1}=\frac{(2m+1)\,c_m}{m+1}>0 .$$

As $d\to0$ at fixed $m$, the error of the scalar series therefore falls no faster than $d^{m+1}$, and no general bound can have a higher power there. The lower bound concerns numbers and does not extend to every element of an algebra: a nilpotent $D$ with $D^{m+1}=0$ has no error at all. Such a matrix $D\ne0$ is not Hermitian, so this is an algebraic example and $1-D$ is not the overlap matrix of a basis.

```lean
/-- For a real number `d ≥ 0` the error is at least a positive constant, depending only on `m`,
times `d ^ (m + 1)`. -/
theorem truncated_loewdin_order_sharp (m : ℕ) :
    0 < residualWeight m 0 ∧ ∀ d : ℝ, 0 ≤ d →
      residualWeight m 0 * d ^ (m + 1)
        ≤ |loewdinSum d m * (1 - d) * loewdinSum d m - 1| := by
  refine ⟨residualWeight_pos m 0, fun d hd => ?_⟩
  rw [abs_sub_comm, residual_identity d m]
  refine le_trans ?_ (le_abs_self _)
  -- keep only the leading term of a sum of nonnegative terms
  have h := Finset.single_le_sum (s := Finset.range (m + 1))
    (f := fun k => residualWeight m k * d ^ (m + 1 + k))
    (fun k _ => mul_nonneg (residualWeight_pos m k).le (pow_nonneg hd _))
    (Finset.mem_range.mpr (Nat.succ_pos m))
  simpa only [loewdinResidual, smul_eq_mul, add_zero] using h

end TruncatedLoewdin
```

```lean
#print axioms TruncatedLoewdin.norm_error_le_scalar_error
-- 'TruncatedLoewdin.norm_error_le_scalar_error' depends on axioms: [propext, Classical.choice, Quot.sound]
#print axioms TruncatedLoewdin.truncated_loewdin_error
-- 'TruncatedLoewdin.truncated_loewdin_error' depends on axioms: [propext, Classical.choice, Quot.sound]
#print axioms TruncatedLoewdin.truncated_loewdin_order_sharp
-- 'TruncatedLoewdin.truncated_loewdin_order_sharp' depends on axioms: [propext, Classical.choice, Quot.sound]
```
